# Up to scale and an additive constant, an infinite row of equally spaced, equally charged wires has the potential ln|sin πz|

Take an infinite row of equally spaced, equally charged wires, and set each wire's potential to zero at the same fixed distance from that wire. Adding up these potentials gives no finite answer: at any point off the wires, the total grows in magnitude without bound as wires are added. A truncated sum therefore reports mainly where it was truncated. When wires are added in pairs, one at each end of the row, the divergent part is the same at every point, so it can be subtracted without changing the field. The pairing matters: an unbalanced cutoff can leave a uniform field along the row.

Let thin, straight, infinitely long wires of equal line charge $\lambda$ cross the complex plane at right angles at the integers. In units of the spacing, the wire at $n$ contributes $\ln|z-n|$ at $z=x+iy$, up to the factor $-\lambda/(2\pi\varepsilon_0)$ and a constant. Write $S_N(z)=\sum_{n=-N}^{N}\ln|z-n|$. For non-integer $z$,

$$S_N(z)-2\ln N!\;\to\;\ln\frac{|\sin\pi z|}{\pi}\quad(N\to\infty),$$

and at fixed $x$, $\ln|\sin\pi z|-\pi y\to-\ln 2$ as $y\to\infty$.

## Pairing the wires

The wires at $\pm(j+1)$ together give

$$\ln|z^2-(j+1)^2|=2\ln(j+1)+\ln\left|1-\frac{z^2}{(j+1)^2}\right|.$$

Summing over $j=0,\dots,N-1$ and adding the central wire,

$$S_N(z)=\ln\left|z\prod_{j=0}^{N-1}\left(1-\frac{z^2}{(j+1)^2}\right)\right|+2\ln N!.$$

Euler's product says that $\pi z\prod_{j<N}(1-z^2/(j+1)^2)\to\sin\pi z$. Since $\sin\pi z$ vanishes only at integers, the logarithm is continuous at the limit, and the first claim follows. The factor $\pi$ is easily lost here: $\ln|\sin\pi z|$ has the far constant $-\ln 2$, but the subtracted wire sum has $-\ln 2\pi$.

In a difference between two points the terms $2\ln N!$ cancel:

$$S_N(z)-S_N(w)\to\ln\frac{|\sin\pi z|}{|\sin\pi w|}.$$

## The ripple above the row

From the exponential form of the sine,

$$\sin\pi z=\tfrac{i}{2}e^{-i\pi z}\left(1-e^{2\pi iz}\right),\qquad |\sin\pi z|=\tfrac12e^{\pi y}a,\quad a=|1-e^{2\pi iz}|.$$

Hence $\ln|\sin\pi z|-(\pi y-\ln2)=\ln a$ for $y>0$. With $r=e^{-2\pi y}<1$, the triangle inequality gives $1-r\le a\le1+r$. Because $(1+r)(1-r)\le1$, also $\ln a\le-\ln(1-r)$, so

$$|\ln a|\le-\ln(1-e^{-2\pi y}).$$

At $x=0$, $a=1-r$ and the bound is attained. It tends to zero as $y\to\infty$, which proves the second claim. The remaining linear potential is that of a uniformly charged sheet.

For this single row of identical ideal wires, the formulas give reference values, up to scale and an additive constant, for electrostatics calculations that are uniform along the wires, periodic along the row and open in the $y$ direction.

## The finite row in Lean

```lean
import Mathlib

open Filter Topology
open scoped Real

namespace ChargedWireGrid

noncomputable section
```

The point is `z : ℂ`, the cutoff is `N : ℕ`, and the norm is the modulus. The definition is dimensionless and fixes a symmetric cutoff.

```lean
/-- The sum of the logarithmic potentials `ln |z - n|` of the wires at the integers
`n = -N, ..., N`. -/
def wireSum (N : ℕ) (z : ℂ) : ℝ :=
  ∑ n ∈ Finset.Icc (-(N : ℤ)) (N : ℤ), Real.log ‖z - (n : ℂ)‖
```

Measuring every wire's potential relative to a reference point $w$ off the wires is another choice of the additive constant: the sum is then $S_N(z)-S_N(w)$, which converges without removing $2\ln N!$ and vanishes at $w$.

The next lemma splits the two new end wires off the integer interval.

```lean
/-- Enlarging the grid by one wire on each side adds the potentials of the wires
at `N + 1` and `-(N + 1)`. -/
theorem wireSum_succ (N : ℕ) (z : ℂ) :
    wireSum (N + 1) z =
      wireSum N z + Real.log ‖z - ((N : ℂ) + 1)‖ + Real.log ‖z + ((N : ℂ) + 1)‖ := by
  have h : Finset.Icc (-((N + 1 : ℕ) : ℤ)) ((N + 1 : ℕ) : ℤ) =
      insert ((N : ℤ) + 1) (insert (-((N : ℤ) + 1)) (Finset.Icc (-(N : ℤ)) (N : ℤ))) := by
    ext k
    simp only [Finset.mem_insert, Finset.mem_Icc]
    omega
  have e1 : (((N : ℤ) + 1 : ℤ) : ℂ) = (N : ℂ) + 1 := by simp
  have e2 : z - ((-((N : ℤ) + 1) : ℤ) : ℂ) = z + ((N : ℂ) + 1) := by
    rw [Int.cast_neg, e1, sub_neg_eq_add]
  rw [wireSum, h, Finset.sum_insert (by simp only [Finset.mem_insert, Finset.mem_Icc]; omega),
    Finset.sum_insert (by simp only [Finset.mem_Icc]; omega), e1, e2, wireSum]
  ring
```

The hypothesis `hz` keeps `z` off every wire. Induction on `N` then yields the product formula: `hfac` factors $1-z^2/(j+1)^2$ into the pair of wires, and `hlog` takes its logarithm. For `N = 0` both sides are $\ln|z|$.

```lean
/-- Away from the wires, the potential of the finite grid is the logarithm of a partial
Euler product plus `2 ln N!`. -/
theorem wireSum_eq_log_product (z : ℂ) (hz : ∀ n : ℤ, z ≠ n) (N : ℕ) :
    wireSum N z =
      Real.log ‖z * ∏ j ∈ Finset.range N, (1 - z ^ 2 / ((j : ℂ) + 1) ^ 2)‖
        + 2 * Real.log (Nat.factorial N) := by
  have hz0 : z ≠ 0 := by simpa using hz 0
  have hj : ∀ j : ℕ, (j : ℂ) + 1 ≠ 0 := fun j => Nat.cast_add_one_ne_zero j
  have hm : ∀ j : ℕ, z - ((j : ℂ) + 1) ≠ 0 := by
    intro j h
    apply hz ((j : ℤ) + 1)
    push_cast
    linear_combination h
  have hp : ∀ j : ℕ, z + ((j : ℂ) + 1) ≠ 0 := by
    intro j h
    apply hz (-((j : ℤ) + 1))
    push_cast
    linear_combination h
  -- each Euler factor collects the pair of wires at `j + 1` and `-(j + 1)`
  have hfac : ∀ j : ℕ, 1 - z ^ 2 / ((j : ℂ) + 1) ^ 2 =
      -((z - ((j : ℂ) + 1)) * (z + ((j : ℂ) + 1))) / ((j : ℂ) + 1) ^ 2 := by
    intro j
    rw [eq_div_iff (pow_ne_zero 2 (hj j)), sub_mul, div_mul_cancel₀ _ (pow_ne_zero 2 (hj j))]
    ring
  have hne : ∀ j : ℕ, 1 - z ^ 2 / ((j : ℂ) + 1) ^ 2 ≠ 0 := by
    intro j
    rw [hfac j]
    exact div_ne_zero (neg_ne_zero.2 (mul_ne_zero (hm j) (hp j))) (pow_ne_zero 2 (hj j))
  induction N with
  | zero => simp [wireSum]
  | succ N ih =>
    have hP : z * ∏ j ∈ Finset.range N, (1 - z ^ 2 / ((j : ℂ) + 1) ^ 2) ≠ 0 :=
      mul_ne_zero hz0 (Finset.prod_ne_zero_iff.2 fun j _ => hne j)
    have hnorm : ‖(N : ℂ) + 1‖ = (N : ℝ) + 1 := by
      rw [show (N : ℂ) + 1 = ((N + 1 : ℕ) : ℂ) by simp, Complex.norm_natCast]
      simp
    have hlog : Real.log ‖1 - z ^ 2 / ((N : ℂ) + 1) ^ 2‖ =
        Real.log ‖z - ((N : ℂ) + 1)‖ + Real.log ‖z + ((N : ℂ) + 1)‖
          - 2 * Real.log ((N : ℝ) + 1) := by
      have hN : ((N : ℝ) + 1) ^ 2 ≠ 0 := by positivity
      rw [hfac N, norm_div, norm_neg, norm_mul, norm_pow, hnorm,
        Real.log_div (mul_ne_zero (norm_ne_zero_iff.2 (hm N)) (norm_ne_zero_iff.2 (hp N))) hN,
        Real.log_mul (norm_ne_zero_iff.2 (hm N)) (norm_ne_zero_iff.2 (hp N)), Real.log_pow]
      norm_num
    have hfact : Real.log (Nat.factorial (N + 1)) =
        Real.log ((N : ℝ) + 1) + Real.log (Nat.factorial N) := by
      have h1 : (N : ℝ) + 1 ≠ 0 := by positivity
      have h2 : (Nat.factorial N : ℝ) ≠ 0 := Nat.cast_ne_zero.2 (Nat.factorial_ne_zero N)
      rw [Nat.factorial_succ, Nat.cast_mul, Nat.cast_add, Nat.cast_one, Real.log_mul h1 h2]
    rw [wireSum_succ, ih, Finset.prod_range_succ, ← mul_assoc, norm_mul (z * _),
      Real.log_mul (norm_ne_zero_iff.2 hP) (norm_ne_zero_iff.2 (hne N)), hlog, hfact]
    ring
```

## The infinite row

The theorem states two things: the sine is non-zero, and the subtracted sum converges. The first matters because Lean sets $\ln0=0$. The proof applies the continuous logarithm to Mathlib's Euler product, then rewrites each term by the product formula.

```lean
/-- Potential of the infinite grid: away from the wires `sin (π z)` is non-zero, and the
wire sum minus `2 ln N!` tends to `ln (|sin (π z)| / π)`. -/
theorem tendsto_wireSum (z : ℂ) (hz : ∀ n : ℤ, z ≠ n) :
    Complex.sin (π * z) ≠ 0 ∧
      Tendsto (fun N : ℕ => wireSum N z - 2 * Real.log (Nat.factorial N)) atTop
        (𝓝 (Real.log (‖Complex.sin (π * z)‖ / π))) := by
  have hpi : (π : ℂ) ≠ 0 := Complex.ofReal_ne_zero.2 Real.pi_ne_zero
  have hs : Complex.sin (π * z) ≠ 0 := by
    intro h
    obtain ⟨k, hk⟩ := Complex.sin_eq_zero_iff.1 h
    exact hz k (mul_left_cancel₀ hpi (by rw [hk, mul_comm]))
  refine ⟨hs, ?_⟩
  -- Euler's sine product, followed by the continuous logarithm
  have h := ((Complex.tendsto_euler_sin_prod z).norm.div_const π).log
    (div_ne_zero (norm_ne_zero_iff.2 hs) Real.pi_ne_zero)
  refine h.congr fun N => ?_
  rw [wireSum_eq_log_product z hz N, add_sub_cancel_right, mul_assoc, norm_mul (π : ℂ),
    Complex.norm_real, Real.norm_of_nonneg Real.pi_pos.le,
    mul_div_cancel_left₀ _ Real.pi_ne_zero]
```

Subtracting two such limits gives the potential difference.

```lean
/-- The difference of the wire sums at two points off the wires converges without any
subtraction, to `ln (|sin (π z)| / |sin (π w)|)`. -/
theorem tendsto_potential_difference (z w : ℂ) (hz : ∀ n : ℤ, z ≠ n) (hw : ∀ n : ℤ, w ≠ n) :
    Tendsto (fun N : ℕ => wireSum N z - wireSum N w) atTop
      (𝓝 (Real.log (‖Complex.sin (π * z)‖ / ‖Complex.sin (π * w)‖))) := by
  obtain ⟨sz, tz⟩ := tendsto_wireSum z hz
  obtain ⟨sw, tw⟩ := tendsto_wireSum w hw
  have ha := norm_ne_zero_iff.2 sz
  have hb := norm_ne_zero_iff.2 sw
  have e : Real.log (‖Complex.sin (π * z)‖ / ‖Complex.sin (π * w)‖) =
      Real.log (‖Complex.sin (π * z)‖ / π) - Real.log (‖Complex.sin (π * w)‖ / π) := by
    rw [Real.log_div ha hb, Real.log_div ha Real.pi_ne_zero, Real.log_div hb Real.pi_ne_zero]
    ring
  rw [e]
  exact (tz.sub tw).congr fun N => by ring
```

## The far field

The factorisation of the modulus holds for every `z`.

```lean
/-- The modulus of `sin (π z)` is `exp (π y) / 2` times the modulus of
`1 - exp (2 π i z)`, where `y` is the height of `z`. -/
theorem norm_sin_eq (z : ℂ) :
    ‖Complex.sin (π * z)‖ =
      Real.exp (π * z.im) / 2 * ‖1 - Complex.exp (2 * π * Complex.I * z)‖ := by
  have h2 : Complex.exp (π * z * Complex.I) =
      Complex.exp (-(π * z) * Complex.I) * Complex.exp (2 * π * Complex.I * z) := by
    rw [← Complex.exp_add]
    congr 1
    ring
  have h : Complex.sin (π * z) = Complex.exp (-(π * z) * Complex.I) *
      (1 - Complex.exp (2 * π * Complex.I * z)) * (Complex.I / 2) := by
    rw [Complex.sin, h2]
    ring
  have hre : (-(π * z) * Complex.I).re = π * z.im := by simp
  have hI : ‖Complex.I / 2‖ = 1 / 2 := by simp
  rw [h, norm_mul, norm_mul, Complex.norm_exp, hre, hI]
  ring
```

The bound assumes `0 < z.im` and is uniform in $x$. In the proof, `lo` and `hi` are the two triangle inequalities, while `a` and `r` are the quantities used above.

```lean
/-- At height `y > 0` above the grid, `ln |sin (π z)|` differs from the linear potential
`π y - ln 2` by at most `-ln (1 - exp (-2 π y))`. -/
theorem ripple_bound (z : ℂ) (hy : 0 < z.im) :
    |Real.log ‖Complex.sin (π * z)‖ - (π * z.im - Real.log 2)| ≤
      -Real.log (1 - Real.exp (-(2 * π * z.im))) := by
  have hq : ‖Complex.exp (2 * π * Complex.I * z)‖ = Real.exp (-(2 * π * z.im)) := by
    rw [Complex.norm_exp]
    congr 1
    simp
  have hr0 := Real.exp_pos (-(2 * π * z.im))
  have hr1 : Real.exp (-(2 * π * z.im)) < 1 :=
    Real.exp_lt_one_iff.2 (neg_lt_zero.2 (by positivity))
  have lo := norm_sub_norm_le (1 : ℂ) (Complex.exp (2 * π * Complex.I * z))
  have hi := norm_sub_le (1 : ℂ) (Complex.exp (2 * π * Complex.I * z))
  rw [norm_one, hq] at lo hi
  rw [norm_sin_eq]
  generalize ‖1 - Complex.exp (2 * π * Complex.I * z)‖ = a at lo hi ⊢
  generalize Real.exp (-(2 * π * z.im)) = r at hr0 hr1 lo hi ⊢
  have ha : 0 < a := by linarith
  have hb : 0 < 1 - r := by linarith
  have e : Real.log (Real.exp (π * z.im) / 2 * a) - (π * z.im - Real.log 2) = Real.log a := by
    rw [Real.log_mul (by positivity) ha.ne', Real.log_div (Real.exp_ne_zero _) two_ne_zero,
      Real.log_exp]
    ring
  -- the triangle inequality places `a` between `1 - r` and `1 + r`
  have h1 : Real.log (1 - r) ≤ Real.log a := Real.log_le_log hb lo
  have h2 : Real.log (a * (1 - r)) ≤ 0 :=
    Real.log_nonpos (by positivity) (by nlinarith [mul_le_mul_of_nonneg_right hi hb.le])
  rw [Real.log_mul ha.ne' hb.ne'] at h2
  rw [e, abs_le]
  constructor <;> linarith
```

The case of equality is stated above the wire at the origin, with its negative sign.

```lean
/-- Directly above the wire at the origin, the deviation from the linear potential
`π y - ln 2` equals `ln (1 - exp (-2 π y))`. -/
theorem ripple_above_wire (y : ℝ) (hy : 0 < y) :
    Real.log ‖Complex.sin (π * (y * Complex.I))‖ - (π * y - Real.log 2) =
      Real.log (1 - Real.exp (-(2 * π * y))) := by
  have hr1 : Real.exp (-(2 * π * y)) < 1 :=
    Real.exp_lt_one_iff.2 (neg_lt_zero.2 (by positivity))
  have hb : 0 < 1 - Real.exp (-(2 * π * y)) := by linarith
  have hq : Complex.exp (2 * π * Complex.I * (y * Complex.I)) =
      ((Real.exp (-(2 * π * y)) : ℝ) : ℂ) := by
    rw [Complex.ofReal_exp]
    congr 1
    push_cast
    linear_combination (2 * (π : ℂ) * y) * Complex.I_sq
  have him : ((y : ℂ) * Complex.I).im = y := by simp
  rw [norm_sin_eq, hq, him, ← Complex.ofReal_one, ← Complex.ofReal_sub, Complex.norm_real,
    Real.norm_of_nonneg hb.le, Real.log_mul (by positivity) hb.ne',
    Real.log_div (Real.exp_ne_zero _) two_ne_zero, Real.log_exp]
  ring
```

The last theorem allows every real `x`, integers included, since the point leaves the row once $y>0$. The bound squeezes the deviation to zero.

```lean
/-- Far from the grid at fixed `x`, `ln |sin (π (x + i y))| - π y` tends to `-ln 2`
as `y` tends to infinity. -/
theorem tendsto_far_potential (x : ℝ) :
    Tendsto (fun y : ℝ => Real.log ‖Complex.sin (π * (x + y * Complex.I))‖ - π * y) atTop
      (𝓝 (-Real.log 2)) := by
  have h1 : Tendsto (fun y : ℝ => Real.exp (-(2 * π * y))) atTop (𝓝 0) :=
    Real.tendsto_exp_neg_atTop_nhds_zero.comp
      (tendsto_id.const_mul_atTop (by positivity : (0 : ℝ) < 2 * π))
  have h2 : Tendsto (fun y : ℝ => -Real.log (1 - Real.exp (-(2 * π * y)))) atTop (𝓝 0) := by
    have h := ((h1.const_sub 1).log (by norm_num)).neg
    rwa [sub_zero, Real.log_one, neg_zero] at h
  -- the ripple is squeezed to zero
  refine tendsto_iff_norm_sub_tendsto_zero.2
    (squeeze_zero' (Eventually.of_forall fun _ => norm_nonneg _) ?_ h2)
  filter_upwards [eventually_gt_atTop (0 : ℝ)] with y hy
  have him : ((x : ℂ) + y * Complex.I).im = y := by simp
  have h := ripple_bound (x + y * Complex.I) (by rw [him]; exact hy)
  rw [him] at h
  rw [Real.norm_eq_abs, sub_neg_eq_add, sub_add]
  exact h

end

end ChargedWireGrid
```

```lean
#print axioms ChargedWireGrid.tendsto_potential_difference
#print axioms ChargedWireGrid.ripple_above_wire
#print axioms ChargedWireGrid.tendsto_far_potential
```

```
'ChargedWireGrid.tendsto_potential_difference' depends on axioms: [propext, Classical.choice, Quot.sound]
'ChargedWireGrid.ripple_above_wire' depends on axioms: [propext, Classical.choice, Quot.sound]
'ChargedWireGrid.tendsto_far_potential' depends on axioms: [propext, Classical.choice, Quot.sound]
```
